# The thermal mean of 2n + 1 for a harmonic oscillator is coth(ħω/2kT)

A harmonic oscillator of frequency w > 0 is in thermal equilibrium at temperature T > 0, with levels nw for n = 0, 1, 2, … in units where ħ = k = 1. The theorem says that the Boltzmann average of 2n + 1, normalised by the sum of the weights, is coth(w/(2T)). The proof puts r = exp(−w/T), so that the weights are the powers rⁿ, and uses the known sums of rⁿ and n rⁿ to get the average as (1 + r)/(1 − r). It then shows that this ratio is the hyperbolic cotangent.

In Lean, a first try:

```lean
import Mathlib

open Filter Topology

namespace EnergyGapVariance

noncomputable section

/-- The hyperbolic cotangent. -/
def coth (x : ℝ) : ℝ := Real.cosh x / Real.sinh x

/-- Boltzmann average of a level-dependent quantity `f n` over the levels `n * w` of a harmonic
oscillator at temperature `T`, in units with `ħ = k = 1`. -/
def thermalAverage (f : ℕ → ℝ) (w T : ℝ) : ℝ :=
  (∑' n : ℕ, f n * Real.exp (-(n * w / T))) / ∑' n : ℕ, Real.exp (-(n * w / T))

/-- The thermal mean of `2n + 1` for an oscillator of frequency `w` is `coth (w / (2T))`. -/
theorem thermalAverage_two_mul_add_one {w T : ℝ} (hw : 0 < w) (hT : 0 < T) :
    thermalAverage (fun n => 2 * (n : ℝ) + 1) w T = coth (w / (2 * T)) := by
  have hx : 0 < w / (2 * T) := by positivity
  have hwT : 0 < w / T := by positivity
  obtain ⟨r, hr⟩ : ∃ r, r = Real.exp (-(w / T)) := ⟨_, rfl⟩
  have hr0 : 0 < r := hr ▸ Real.exp_pos _
  have hr1 : r < 1 := by
    rw [hr]
    exact Real.exp_lt_one (by linarith)
  have hne : 1 - r ≠ 0 := by linarith
  -- the Boltzmann weights form a geometric sequence
  have hpow : ∀ n : ℕ, Real.exp (-(n * w / T)) = r ^ n := by
    intro n
    rw [hr, ← Real.exp_nat_mul]
    congr 1
    ring
  have h0 : HasSum (fun n : ℕ => r ^ n) (1 - r)⁻¹ :=
    hasSum_geometric_of_lt_one hr0.le hr1
  have h1 : HasSum (fun n : ℕ => (n : ℝ) * r ^ n) (r / (1 - r) ^ 2) :=
    hasSum_coe_mul_geometric_of_norm_lt_one (by rwa [Real.norm_of_nonneg hr0.le])
  have h2 : HasSum (fun n : ℕ => (2 * (n : ℝ) + 1) * r ^ n)
      (2 * (r / (1 - r) ^ 2) + (1 - r)⁻¹) := by
    convert (h1.mul_left 2).add h0 using 1
    funext n
    ring
  have hL : thermalAverage (fun n => 2 * (n : ℝ) + 1) w T = (1 + r) / (1 - r) := by
    unfold thermalAverage
    simp only [hpow]
    rw [h2.tsum_eq, h0.tsum_eq]
    field_simp <;> ring
  -- the same ratio written with hyperbolic functions
  have hsq : r = Real.exp (-(w / (2 * T))) ^ 2 := by
    rw [hr, ← Real.exp_nat_mul]
    congr 1
    push_cast
    ring
  have he : Real.exp (w / (2 * T)) * Real.exp (-(w / (2 * T))) = 1 := by
    rw [← Real.exp_add, add_neg_cancel, Real.exp_zero]
  have hs : Real.sinh (w / (2 * T)) ≠ 0 := (Real.sinh_pos_iff.mpr hx).ne'
  rw [hL, coth, div_eq_div_iff hne hs, Real.cosh_eq, Real.sinh_eq, hsq]
  linear_combination Real.exp (-(w / (2 * T))) * he

end

end EnergyGapVariance
```

The error:

```
Main.lean:26:10: error(lean.unknownIdentifier): Unknown constant `Real.exp_lt_one`
Main.lean:41:4: error: Tactic `apply` failed: could not unify the conclusion of `@funext`
  ?f = ?g
with the goal
  Real.instAddCommMonoid =
    CommRing.toNonUnitalCommRing.toNonUnitalNonAssocCommRing.toNonUnitalNonAssocSemiring.toAddCommMonoid

Note: The full type of `@funext` is
  ∀ {α : Sort ?u.199} {β : α → Sort ?u.198} {f g : (x : α) → β x}, (∀ (x : α), f x = g x) → f = g

case e'_3
w T : ℝ
hw : 0 < w
hT : 0 < T
hx : 0 < w / (2 * T)
hwT : 0 < w / T
r : ℝ
hr : r = Real.exp (-(w / T))
hr0 : 0 < r
hr1 : r < 1
hne : 1 - r ≠ 0
hpow : ∀ (n : ℕ), Real.exp (-(↑n * w / T)) = r ^ n
h0 : HasSum (fun n => r ^ n) (1 - r)⁻¹
h1 : HasSum (fun n => ↑n * r ^ n) (r / (1 - r) ^ 2)
⊢ Real.instAddCommMonoid =
    CommRing.toNonUnitalCommRing.toNonUnitalNonAssocCommRing.toNonUnitalNonAssocSemiring.toAddCommMonoid
```

The mended proof, as a diff:

```diff
@@ -24,5 +24,5 @@
   have hr1 : r < 1 := by
     rw [hr]
-    exact Real.exp_lt_one (by linarith)
+    exact Real.exp_lt_one_iff.mpr (by linarith)
   have hne : 1 - r ≠ 0 := by linarith
   -- the Boltzmann weights form a geometric sequence
@@ -38,12 +38,16 @@
   have h2 : HasSum (fun n : ℕ => (2 * (n : ℝ) + 1) * r ^ n)
       (2 * (r / (1 - r) ^ 2) + (1 - r)⁻¹) := by
-    convert (h1.mul_left 2).add h0 using 1
-    funext n
-    ring
+    have e : (fun n : ℕ => (2 * (n : ℝ) + 1) * r ^ n) =
+        fun n : ℕ => 2 * ((n : ℝ) * r ^ n) + r ^ n := by
+      funext n
+      ring
+    rw [e]
+    exact (h1.mul_left 2).add h0
   have hL : thermalAverage (fun n => 2 * (n : ℝ) + 1) w T = (1 + r) / (1 - r) := by
     unfold thermalAverage
     simp only [hpow]
     rw [h2.tsum_eq, h0.tsum_eq]
-    field_simp <;> ring
+    field_simp
+    ring
   -- the same ratio written with hyperbolic functions
   have hsq : r = Real.exp (-(w / (2 * T))) ^ 2 := by
```

Diagnosis. The first message says that Lean knows no constant called `Real.exp_lt_one`. The repair uses the equivalence `Real.exp_lt_one_iff`, whose direction `.mpr` gives exp(−w/T) < 1 from −w/T < 0, which `linarith` proves as before.

The second error comes from `convert ... using 1`, which compares the wanted `HasSum` statement with the supplied one piece by piece. The first goal it leaves is not about the summands. It asks that two additive structures on the real numbers be equal, `Real.instAddCommMonoid` and the one reached through the ring structure. `funext` proves equalities between functions, so it can't be applied there.

The repair proves the equality of the summands by itself, as `e`, where `funext` and `ring` do fit. After `rw [e]` the summand has the form that `(h1.mul_left 2).add h0` gives, and `exact` accepts the two additive structures as the same by unfolding their definitions.

Putting `field_simp` and `ring` on separate lines is mere tidying, and no message concerns it.
